# One polynomial Stein control variate removes all the variance of a polynomial observable of a standard Gaussian variable

When a Monte Carlo run averages a polynomial $f$ of a standard normal variable $x$, a correction $g'(x)-x\,g(x)$, with $g$ a polynomial fixed before sampling, can be added to every sampled value $f(x)$ without changing the expected average. For each real $f$ in one variable, exactly one polynomial $g$ makes the corrected value the same at every real $x$, and that value is the Gaussian mean of $f$.

```lean
import Mathlib

open Polynomial MeasureTheory

namespace PolynomialSteinControlVariates

noncomputable section

/-- The probability density of the standard Gaussian on the real line. -/
def density (x : ℝ) : ℝ := Real.exp (-(1 / 2) * x ^ 2) / Real.sqrt (2 * Real.pi)

/-- The mean of a polynomial observable under the standard Gaussian. -/
def gaussianMean (f : ℝ[X]) : ℝ := ∫ x : ℝ, f.eval x * density x

/-- The variance of a polynomial observable under the standard Gaussian. -/
def gaussianVariance (f : ℝ[X]) : ℝ := gaussianMean ((f - C (gaussianMean f)) ^ 2)

/-- The Stein operator of the standard Gaussian, sending `g` to `g' - X g`. -/
def steinOp (g : ℝ[X]) : ℝ[X] := derivative g - X * g

/-- Every polynomial observable is integrable against the Gaussian density. -/
theorem integrable_eval (f : ℝ[X]) : Integrable (fun x : ℝ => f.eval x * density x) := by
  induction f using Polynomial.induction_on' with
  | add p q hp hq =>
    refine (hp.add hq).congr (Filter.Eventually.of_forall fun x => ?_)
    simp only [Pi.add_apply, eval_add]
    ring
  | monomial n a =>
    have h0 : (-1 : ℝ) < (n : ℝ) := by
      have := Nat.cast_nonneg (α := ℝ) n
      linarith
    have h := (integrable_rpow_mul_exp_neg_mul_sq (b := 1 / 2) (by norm_num) h0).const_mul
      (a / Real.sqrt (2 * Real.pi))
    refine h.congr (Filter.Eventually.of_forall fun x => ?_)
    simp only [Real.rpow_natCast, eval_monomial, density]
    ring

/-- The Gaussian mean of a constant observable is that constant. -/
theorem gaussianMean_C (c : ℝ) : gaussianMean (C c) = c := by
  have h : ∫ x : ℝ, density x = 1 := by
    simp only [density]
    rw [integral_div, integral_gaussian, show Real.pi / (1 / 2) = 2 * Real.pi by ring]
    exact div_self (by positivity)
  simp only [gaussianMean, eval_C]
  rw [integral_const_mul, h, mul_one]

/-- Stein's identity for polynomials: `g' - X g` has Gaussian mean zero. -/
theorem stein_identity (g : ℝ[X]) : gaussianMean (steinOp g) = 0 := by
  have hρ : ∀ x : ℝ, HasDerivAt density (-x * density x) x := by
    intro x
    have h1 : HasDerivAt (fun y : ℝ => -(1 / 2) * y ^ 2) (-x) x :=
      ((hasDerivAt_pow 2 x).const_mul (-(1 / 2) : ℝ)).congr_deriv (by norm_num; ring)
    exact (h1.exp.div_const _).congr_deriv (by simp only [density]; ring)
  -- the integrand is the derivative of `g` times the density
  have hd : ∀ x : ℝ, HasDerivAt (fun y : ℝ => g.eval y * density y)
      ((steinOp g).eval x * density x) x := fun x =>
    ((g.hasDerivAt x).fun_mul (hρ x)).congr_deriv (by
      simp only [steinOp, eval_sub, eval_mul, eval_X]
      ring)
  exact integral_eq_zero_of_hasDerivAt_of_integrable hd (integrable_eval _) (integrable_eval g)

/-- Adding a polynomial Stein control variate leaves the Gaussian mean unchanged. -/
theorem gaussianMean_add_steinOp (f g : ℝ[X]) :
    gaussianMean (f + steinOp g) = gaussianMean f := by
  have h : gaussianMean (f + steinOp g) = gaussianMean f + gaussianMean (steinOp g) := by
    simp only [gaussianMean, eval_add, add_mul]
    exact integral_add (integrable_eval f) (integrable_eval (steinOp g))
  rw [h, stein_identity, add_zero]

/-- A nonzero polynomial solution `g` of the Stein equation for `f` has degree exactly one
less than `f`. -/
theorem natDegree_of_stein {f g : ℝ[X]} {c : ℝ} (h : f + steinOp g = C c) (hg : g ≠ 0) :
    f.natDegree = g.natDegree + 1 := by
  have hf : f = X * g - (derivative g - C c) := by
    unfold steinOp at h
    linear_combination h
  have hX : (X * g).natDegree = g.natDegree + 1 := natDegree_X_mul hg
  -- the term `X g` dominates
  have hlow : (derivative g - C c).natDegree < (X * g).natDegree := by
    rw [hX]
    have h1 := natDegree_sub_le (derivative g) (C c)
    have h2 := natDegree_derivative_le g
    rw [natDegree_C] at h1
    omega
  rw [hf, natDegree_sub_eq_left_of_natDegree_lt hlow, hX]

/-- Every polynomial observable can be turned into a constant by a polynomial Stein
control variate. -/
theorem exists_stein (f : ℝ[X]) : ∃ (c : ℝ) (g : ℝ[X]), f + steinOp g = C c := by
  have key : ∀ n : ℕ, ∃ (c : ℝ) (g : ℝ[X]), X ^ n + steinOp g = C c := by
    intro n
    induction n using Nat.strong_induction_on with
    | _ n ih =>
      match n, ih with
      | 0, _ => exact ⟨1, 0, by simp [steinOp]⟩
      | 1, _ => exact ⟨0, 1, by simp [steinOp]⟩
      | n + 2, ih =>
        -- `X ^ (n + 1)` trades `X ^ (n + 2)` for `(n + 1) X ^ n`
        obtain ⟨c, g, h⟩ := ih n (by omega)
        refine ⟨((n : ℝ) + 1) * c, X ^ (n + 1) + C ((n : ℝ) + 1) * g, ?_⟩
        have hd : derivative (X ^ (n + 1) : ℝ[X]) = C ((n : ℝ) + 1) * X ^ n := by
          rw [derivative_X_pow]
          simp
        unfold steinOp at h ⊢
        rw [derivative_add, hd, derivative_C_mul, C_mul]
        linear_combination C ((n : ℝ) + 1) * h
  induction f using Polynomial.induction_on' with
  | add p q hp hq =>
    obtain ⟨c, g, h⟩ := hp
    obtain ⟨d, k, h'⟩ := hq
    refine ⟨c + d, g + k, ?_⟩
    unfold steinOp at h h' ⊢
    rw [derivative_add, C_add]
    linear_combination h + h'
  | monomial n a =>
    obtain ⟨c, g, h⟩ := key n
    refine ⟨a * c, C a * g, ?_⟩
    unfold steinOp at h ⊢
    rw [← C_mul_X_pow_eq_monomial, derivative_C_mul, C_mul]
    linear_combination C a * h

/-- For every polynomial `f` there is exactly one pair of a constant `c` and a polynomial `g`
with `f + g' - X g = c`, and the constant is the Gaussian mean of `f`. -/
theorem stein_equation (f : ℝ[X]) :
    (∃! p : ℝ × ℝ[X], f + steinOp p.2 = C p.1) ∧
      ∀ (c : ℝ) (g : ℝ[X]), f + steinOp g = C c → c = gaussianMean f := by
  have hmean : ∀ (c : ℝ) (g : ℝ[X]), f + steinOp g = C c → c = gaussianMean f := by
    intro c g h
    rw [← gaussianMean_add_steinOp f g, h, gaussianMean_C]
  refine ⟨?_, hmean⟩
  obtain ⟨c, g, h⟩ := exists_stein f
  refine ⟨(c, g), h, ?_⟩
  rintro ⟨d, k⟩ hk
  have h' : f + steinOp k = C d := hk
  have hcd : d = c := (hmean d k h').trans (hmean c g h).symm
  -- the difference of two solutions solves the equation for `f = 0`
  have h3 : (0 : ℝ[X]) + steinOp (k - g) = C (d - c) := by
    unfold steinOp at h h' ⊢
    rw [derivative_sub, C_sub]
    linear_combination h' - h
  have hkg : k = g := by
    by_contra hne
    have h4 := natDegree_of_stein h3 (sub_ne_zero.2 hne)
    rw [natDegree_zero] at h4
    omega
  rw [hcd, hkg]

/-- A polynomial observable has zero Gaussian variance exactly when it is the constant
polynomial equal to its mean. -/
theorem gaussianVariance_eq_zero_iff (f : ℝ[X]) :
    gaussianVariance f = 0 ↔ f = C (gaussianMean f) := by
  have hpos : ∀ x : ℝ, 0 < density x := fun x => by
    unfold density
    positivity
  have hcont : Continuous density := by
    unfold density
    fun_prop
  constructor
  · intro h
    have hnn : 0 ≤ fun x : ℝ => ((f - C (gaussianMean f)) ^ 2).eval x * density x := by
      intro x
      simp only [Pi.zero_apply, eval_pow]
      exact mul_nonneg (sq_nonneg _) (hpos x).le
    -- a continuous nonnegative function with zero integral vanishes everywhere
    have h0 := (integral_eq_zero_iff_of_nonneg hnn (integrable_eval _)).1 h
    have h1 := (Continuous.ae_eq_iff_eq volume
      ((Polynomial.continuous _).mul hcont) continuous_zero).1 h0
    apply Polynomial.funext
    intro x
    have h2 : ((f - C (gaussianMean f)) ^ 2).eval x * density x = 0 := congrFun h1 x
    rcases mul_eq_zero.1 h2 with h3 | h3
    · rw [eval_pow, eval_sub] at h3
      exact sub_eq_zero.1 (pow_eq_zero_iff two_ne_zero |>.1 h3)
    · exact absurd h3 (hpos x).ne'
  · intro h
    have hz : (f - C (gaussianMean f)) ^ 2 = C 0 := by
      rw [sub_eq_zero.2 h]
      simp
    rw [gaussianVariance, hz, gaussianMean_C]

/-- For every polynomial observable there is exactly one polynomial `g` whose Stein control
variate removes all of the Gaussian variance. -/
theorem existsUnique_zero_variance (f : ℝ[X]) :
    ∃! g : ℝ[X], gaussianVariance (f + steinOp g) = 0 := by
  obtain ⟨⟨⟨c, g⟩, hg, hu⟩, _⟩ := stein_equation f
  have hg' : f + steinOp g = C c := hg
  refine ⟨g, (gaussianVariance_eq_zero_iff (f + steinOp g)).2 ?_, fun k hk => ?_⟩
  · rw [hg', gaussianMean_C]
  · have h := hu (gaussianMean (f + steinOp k), k)
      ((gaussianVariance_eq_zero_iff (f + steinOp k)).1 hk)
    exact congrArg Prod.snd h

/-- For the fourth power the polynomial `X ^ 3 + 3 X` solves the Stein equation with
constant 3, and the Gaussian fourth moment is 3. -/
theorem fourth_moment :
    (X ^ 4 + steinOp (X ^ 3 + C 3 * X) = C 3) ∧ gaussianMean (X ^ 4) = 3 := by
  have h : X ^ 4 + steinOp (X ^ 3 + C 3 * X) = C 3 := by
    apply Polynomial.funext
    intro x
    simp [steinOp]
    ring
  exact ⟨h, ((stein_equation (X ^ 4)).2 3 _ h).symm⟩

end

end PolynomialSteinControlVariates
```

```lean
#print axioms PolynomialSteinControlVariates.existsUnique_zero_variance
#print axioms PolynomialSteinControlVariates.fourth_moment
```

```
'PolynomialSteinControlVariates.existsUnique_zero_variance' depends on axioms: [propext, Classical.choice, Quot.sound]
'PolynomialSteinControlVariates.fourth_moment' depends on axioms: [propext, Classical.choice, Quot.sound]
```

## The Stein equation as an identity between polynomials

Write $\rho(x)=e^{-x^2/2}/\sqrt{2\pi}$ for the standard Gaussian density and $\mathcal T g=g'-Xg$ for the Stein operator, where $X$ is the polynomial variable. In the file these are `density` and `steinOp`. The type `ℝ[X]` contains the real polynomials in one variable, `C c` is the constant polynomial with value $c$, and `f.eval x` is the number $f(x)$.

The theorem `stein_equation` takes an arbitrary polynomial $f$, with no further hypothesis, and has two parts. The first says that exactly one pair $(c,g)$ satisfies

$$f+g'-Xg=c .$$

The pair appears as `p : ℝ × ℝ[X]`, with `p.1` the constant and `p.2` the polynomial. The second part says that in any solution $c$ equals `gaussianMean f`, which is $\int f(x)\rho(x)\,dx$ over the real line. The equation is an equality of polynomials, so it holds at every real $x$ and not just on average.

The theorem `existsUnique_zero_variance` puts the same fact in the language of variance reduction. The variance `gaussianVariance f` is the mean of $(f-\mu)^2$, where $\mu$ is the mean of $f$. Exactly one polynomial $g$ gives $f+\mathcal T g$ zero variance.

## A harmonic coordinate in reduced units

The density $\rho$ is the Boltzmann distribution of a classical coordinate in a harmonic well, measured from the minimum of the well in units of the thermal standard deviation. It is also the position density of the ground state of a one-dimensional harmonic oscillator, in units of $\sqrt{\hbar/(2m\omega)}$, where $m$ is the mass and $\omega$ the angular frequency. For a single such coordinate, the result gives a zero-variance estimator for every polynomial function of position.

The factor $-x$ in the Stein operator is the derivative of $\ln\rho$. In the classical reading it is the force divided by the thermal energy, in the reduced units.

The theorems concern exact integrals against this one density. They do not treat several coupled coordinates, anharmonic potentials, observables that are not polynomials, or the error made when $g$ is fitted to a finite sample. In the exactly solvable case treated here, finding $g$ also yields $c$, so sampling is no longer needed to obtain the mean.

## Why the correction has mean zero

The density satisfies $\rho'(x)=-x\rho(x)$. The product rule therefore gives

$$\frac{d}{dx}\bigl(g\rho\bigr)=g'\rho+g\rho'=(g'-xg)\rho .$$

A polynomial times $\rho$ tends to zero at both ends of the line, so integrating this equation gives

$$\int_{-\infty}^{\infty}(g'-xg)\,\rho\,dx=0 .$$

By linearity of the integral, $f+\mathcal T g$ has the same mean as $f$.

In Lean, `integrable_eval` first shows that every polynomial is integrable against $\rho$. It does so for monomials, using a Mathlib result on powers times a Gaussian, and then for sums. This matters because Lean assigns the value zero to the integral of a non-integrable function.

The lemma `stein_identity` then follows the calculation above. Its step `hρ` is the derivative of the density and `hd` is the product rule. The closing Mathlib lemma says that a derivative has zero integral when both it and the original function are integrable, which replaces the explicit limits at infinity. The lemma is stated for polynomial $g$, a narrower class than the differentiable functions of moderate growth for which Stein's identity is usually quoted. The lemma `gaussianMean_add_steinOp` adds the linearity step.

The mean of a constant is also needed. Since $\int e^{-x^2/2}dx=\sqrt{2\pi}$, the density integrates to one and the mean of $c$ is $c$, which is `gaussianMean_C`. Taking the mean of both sides of $f+\mathcal T g=c$ now gives $\int f\rho\,dx=c$. This is the step `hmean` in `stein_equation`.

## Solving the equation by lowering the power by two

For monomials, look for a constant $c_n$ and a polynomial $g_n$ with $X^n+\mathcal T g_n=c_n$. The first two cases are immediate:

- For $n=0$, take $g_0=0$ and $c_0=1$.
- For $n=1$, take $g_1=1$ and $c_1=0$, because $\mathcal T 1=-X$.

For higher powers, apply the operator to $X^{n+1}$:

$$\mathcal T X^{n+1}=(n+1)X^n-X^{n+2},$$

so

$$X^{n+2}+\mathcal T X^{n+1}=(n+1)X^n .$$

Adding $(n+1)\mathcal T g_n$ to both sides turns the right-hand side into $(n+1)c_n$. Hence

$$g_{n+2}=X^{n+1}+(n+1)g_n,\qquad c_{n+2}=(n+1)c_n .$$

For a general polynomial $f=\sum_n a_nX^n$, linearity of $\mathcal T$ gives the solution $g=\sum_n a_ng_n$ and $c=\sum_n a_nc_n$.

The proof of `exists_stein` has the same structure. Its inner statement `key` is the monomial case, proved by strong induction because the step goes back two powers. The tactic `linear_combination` checks the algebra after the induction hypothesis has been multiplied by $n+1$. A second induction, over sums and monomials, carries out the linear extension.

## Why no second polynomial works

Let $(c,g)$ and $(d,k)$ both solve the equation for the same $f$. Both constants equal the mean of $f$, so $c=d$. Subtracting the two equations leaves, for $h=k-g$,

$$h'-Xh=d-c=0 .$$

Suppose $h\neq0$ has degree $r$. Then $Xh$ has degree $r+1$, while $h'$ has degree at most $r$ and cannot cancel the leading term. The left-hand side would be a nonzero polynomial, which is a contradiction. Thus $h=0$ and $k=g$.

The lemma `natDegree_of_stein` contains the degree count in a more general form: a nonzero solution $g$ has degree exactly one below $f$. It rewrites the equation as $f=Xg-(g'-c)$ and shows that $Xg$ dominates. The condition $g\neq0$ is needed because a constant $f$ has the solution $g=0$. In `stein_equation`, the step `h3` says that $k-g$ solves the equation for the zero polynomial. Lean gives the zero polynomial `natDegree` $0$, so a nonzero difference would require $0$ to equal a natural number plus one, and `omega` rejects this.

## From zero variance to a constant observable

Let $q$ be a polynomial with mean $\mu$ and zero variance, so that

$$\int_{-\infty}^{\infty}(q(x)-\mu)^2\rho(x)\,dx=0 .$$

The integrand is continuous and nonnegative. If it were positive at some point, it would be positive on an interval around that point and the integral would be positive. It therefore vanishes everywhere. Since $\rho(x)>0$, this gives $q(x)=\mu$ for every $x$, and $q$ is the constant polynomial $\mu$. Conversely, a constant has zero variance.

This is `gaussianVariance_eq_zero_iff`. Lean obtains vanishing almost everywhere from the zero integral and vanishing everywhere from continuity. `Polynomial.funext` then turns equality of values into equality of polynomials.

Apply this to $q=f+\mathcal T g$. The variance is zero exactly when $f+\mathcal T g$ is constant, that is, when $g$ solves the Stein equation. There is one such $g$, which proves `existsUnique_zero_variance`.

## The fourth power at three sample points

The recursion gives $g_2=X$ with $c_2=1$, and then $g_4=X^3+3X$ with $c_4=3$. The correction is

$$g_4'(x)-xg_4(x)=3x^2+3-x^4-3x^2=3-x^4 .$$

At the points $0$, $1$ and $2$ the numbers are:

| $x$ | $x^4$ | $g_4'(x)$ | $x\,g_4(x)$ | corrected value |
|---|---|---|---|---|
| 0 | 0 | 3 | 0 | 3 |
| 1 | 1 | 6 | 4 | 3 |
| 2 | 16 | 15 | 28 | 3 |

The uncorrected average over these points is $17/3$, while the corrected average is $3$. The theorem `fourth_moment` verifies the polynomial identity and then reads off the Gaussian fourth moment from `stein_equation`, with no separate evaluation of the integral.

The three points were chosen by hand, and the corrected values are still exact. Their agreement therefore says nothing about whether a sampler draws from the right distribution.

## A non-polynomial correction with the wrong mean

The requirement that $g$ be a polynomial protects the value of $c$ as well as the uniqueness of $g$. Take $f=0$ and allow the smooth function

$$g(x)=e^{x^2/2}\int_0^x e^{-t^2/2}\,dt .$$

Differentiation gives $g'(x)=x\,g(x)+1$, so $f+g'-xg=1$ everywhere. The corrected observable has zero variance, but its value is $1$, whereas the mean of $f$ is $0$.

The argument breaks at the boundary. Here

$$g(x)\rho(x)=\frac{1}{\sqrt{2\pi}}\int_0^x e^{-t^2/2}\,dt,$$

which runs from $-1/2$ at $-\infty$ to $1/2$ at $+\infty$. The integral of its derivative is therefore $1$, which is exactly the bias of the corrected observable. For polynomial $g$ the product $g\rho$ decays at both ends, and this bias is absent.
